# If P is an orthogonal projector, so is 1 − P

In a finite basis, taken as orthonormal, the projector onto a subspace of orbitals is a complex square matrix P that is Hermitian and idempotent, Pᴴ = P and P² = P. The declaration `IsProjector.compl` states that 1 − P then has the same two properties, so that it projects onto the orthogonal complement of that subspace. Nothing is assumed about the rank of P or about any Hamiltonian. The attempt proves each property by a chain of rewrites, and for idempotence it multiplies out (1 − P)(1 − P) and simplifies with P² = P.

Lean 4 with Mathlib refuses this proof:

```lean
import Mathlib

open Matrix
open scoped ComplexOrder

namespace Compl

variable {n : Type*} [Fintype n]

/-- The projector onto an orbital subspace: a Hermitian idempotent matrix. -/
structure IsProjector (P : Matrix n n ℂ) : Prop where
  herm : Pᴴ = P
  idem : P * P = P

variable [DecidableEq n]

/-- The orthogonal complement of an orbital subspace is again an orbital subspace. -/
theorem IsProjector.compl {P : Matrix n n ℂ} (hP : IsProjector P) : IsProjector (1 - P) where
  herm := by rw [Matrix.conjTranspose_sub, Matrix.conjTranspose_one, hP.herm]
  idem := by
    rw [mul_sub, sub_mul, mul_one, one_mul, hP.idem, sub_self, sub_zero]

end Compl
```

Lean reports:

```
Main.lean:21:35: error: Tactic `rewrite` failed: Did not find an occurrence of the pattern
  1 * ?a
in the target expression
  1 - P * 1 - (1 - P) * P = 1 - P

n : Type u_1
inst✝¹ : Fintype n
inst✝ : DecidableEq n
P : Matrix n n ℂ
hP : IsProjector P
⊢ 1 - P * 1 - (1 - P) * P = 1 - P
```

The message says that `one_mul` found no product of the form `1 * ?a` to rewrite. After `mul_sub` the left side is `(1 - P) * 1 - (1 - P) * P`. Both products fit the pattern of `sub_mul`, but `rw` settles on the first match it finds, here `(1 - P) * 1`, and expands only that one. Next, `mul_one` settles on `1 * 1` and turns it into `1`, leaving `P * 1` as it was. The goal is now the one shown in the message, where `(1 - P) * P` is still unexpanded and no factor `1` stands on the left of a product.

The repair moves `mul_one` ahead of `sub_mul`. It then reduces `(1 - P) * 1` to `1 - P` at once, so the only product left for `sub_mul` is `(1 - P) * P`. This becomes `1 * P - P * P`, which gives `one_mul` its pattern and `hP.idem` the product `P * P`. What remains is `1 - P - (P - P)`, which `sub_self` and `sub_zero` reduce to `1 - P`.

The repair, with which the file compiles:

```diff
@@ -19,5 +19,5 @@
   herm := by rw [Matrix.conjTranspose_sub, Matrix.conjTranspose_one, hP.herm]
   idem := by
-    rw [mul_sub, sub_mul, mul_one, one_mul, hP.idem, sub_self, sub_zero]
+    rw [mul_sub, mul_one, sub_mul, one_mul, hP.idem, sub_self, sub_zero]
 
 end Compl
```
